# One-electron densities of two strongly orthogonal geminals add

In a calculation with strongly orthogonal geminals, the one-electron density matrix is assembled by adding the density matrices of the electron pairs. Dipole moments and one-electron energies then follow pair by pair, without a contraction of the many-electron wavefunction. For two nonzero antisymmetric geminals in a finite spin-orbital basis, this addition is derived here from the four-electron function itself.

A geminal g(i,j) is the wavefunction of one electron pair. Antisymmetrising a product of two geminals g and h creates exchange terms, which could mix the pairs in the density. Strong orthogonality removes that mixing.

## Geminals as matrices

The indices run over a finite set `n` of spin orbitals, and the amplitudes lie in `𝕜`, which is ℝ or ℂ. Sums over indices represent integrals over space and spin if the spin orbitals are orthonormal. That identification is the step from the matrices to a molecule which the hypotheses do not contain; in an overlapping atomic basis, overlap matrices would enter.

```lean
import Mathlib

open Matrix Finset

namespace StronglyOrthogonalGeminals

noncomputable section

variable {n m p 𝕜 : Type*} [Fintype n] [Fintype m] [Fintype p] [RCLike 𝕜]
```

Strong orthogonality demands that integration over one shared electron already gives zero, wherever the other two electrons are:

∑ₖ g(i,k) h(j,k)* = 0 for all i, j.

As a matrix equation this is g h† = 0. It is stronger than ordinary orthogonality, in which both electrons are summed.

```lean
/-- Strong orthogonality: integrating the product of `g` and the conjugate of `h` over one
shared electron gives zero for all positions of the other two. -/
def StronglyOrthogonal (g h : Matrix n n 𝕜) : Prop :=
  ∀ i j, ∑ k, g i k * star (h j k) = 0
```

The four-electron function is the signed sum over the six ways of giving two electrons to g and two to h:

ψ(a,b,c,d) = g(a,b)h(c,d) − g(a,c)h(b,d) + g(a,d)h(b,c) + g(b,c)h(a,d) − g(b,d)h(a,c) + g(c,d)h(a,b).

It carries no normalisation factor.

```lean
/-- The four-electron function built from two geminals: the signed sum over the six ways of
giving two electrons to `g` and two to `h`. -/
def geminalProduct (g h : Matrix n n 𝕜) (a b c d : n) : 𝕜 :=
  g a b * h c d - g a c * h b d + g a d * h b c
    + g b c * h a d - g b d * h a c + g c d * h a b
```

The squared norm of a geminal runs over all ordered index pairs, ‖g‖² = ∑ᵢⱼ |g(i,j)|².

```lean
/-- The squared norm of a geminal, summed over both electrons. -/
def normSq (g : Matrix n n 𝕜) : ℝ := ∑ i, ∑ j, ‖g i j‖ ^ 2
```

The name `density` stands for the full one-electron density matrix, not only its diagonal:

D(x,y) = ∑_{b,c,d} ψ(x,b,c,d) ψ(y,b,c,d)*.

The usual factor for the number of electrons is absent and is restored below.

```lean
/-- The one-electron density matrix of a four-electron function, with electrons two, three
and four summed out and no normalisation factor. -/
def density (ψ : n → n → n → n → 𝕜) : Matrix n n 𝕜 :=
  Matrix.of fun x y => ∑ b, ∑ c, ∑ d, ψ x b c d * star (ψ y b c d)
```

For a single geminal the corresponding matrix is g g†, with trace ∑ᵢⱼ g(i,j) g(i,j)* = ‖g‖².

```lean
/-- The trace of the geminal density `g g†` is the squared norm of the geminal. -/
theorem trace_geminal (g : Matrix n n 𝕜) : (g * gᴴ).trace = ((normSq g : ℝ) : 𝕜) := by
  simp [normSq, Matrix.trace, Matrix.mul_apply, RCLike.mul_conj]
```

## Exchange symmetry

With g(i,j) = −g(j,i) and the same for h, exchanging a and b reverses the sign of the first and last terms of ψ and turns the other four into one another with opposite sign. The exchanges of b with c and of c with d work likewise. These three neighbouring exchanges generate all permutations, so ψ is a fermionic function. In Lean, the reversed entries are rewritten and `ring` compares the sums.

```lean
omit [Fintype n] in
/-- For antisymmetric geminals the four-electron function changes sign when two neighbouring
electrons are exchanged. -/
theorem geminalProduct_antisymm {g h : Matrix n n 𝕜} (hg : gᵀ = -g) (hh : hᵀ = -h)
    (a b c d : n) :
    geminalProduct g h b a c d = -geminalProduct g h a b c d ∧
    geminalProduct g h a c b d = -geminalProduct g h a b c d ∧
    geminalProduct g h a b d c = -geminalProduct g h a b c d := by
  have G : ∀ i j, g i j = -g j i := fun i j => congrFun (congrFun hg j) i
  have H : ∀ i j, h i j = -h j i := fun i j => congrFun (congrFun hh j) i
  unfold geminalProduct
  refine ⟨?_, ?_, ?_⟩
  · rw [G b a, H b a]; ring
  · rw [G c b, H c b]; ring
  · rw [G d c, H d c]; ring
```

## Projecting out one pair

Multiply ψ(a,b,c,d) by h(c,d)* and sum over c and d. The first term gives ‖h‖² g(a,b). In the second, the sum over c contains

∑_c g(a,c) h(c,d)* = −∑_c g(a,c) h(d,c)* = 0.

The fourth term vanishes in the same way, with b in place of a. In the third and fifth terms the sum over d contracts g directly with h and gives zero. The last term contains ∑_{c,d} g(c,d) h(c,d)*, which is zero already for each c. Hence

∑_{c,d} h(c,d)* ψ(a,b,c,d) = ‖h‖² g(a,b).

In the code, `z1` treats terms two and four, `z2` terms three and five, and `z3` the last. Only h has to be antisymmetric here.

```lean
/-- Projecting two electrons of the four-electron function on the antisymmetric geminal `h`,
strongly orthogonal to `g`, leaves the other two in `g`, times the squared norm of `h`. -/
theorem project_geminal {g h : Matrix n n 𝕜} (hh : hᵀ = -h)
    (o : StronglyOrthogonal g h) (a b : n) :
    ∑ c, ∑ d, star (h c d) * geminalProduct g h a b c d = ((normSq h : ℝ) : 𝕜) * g a b := by
  have H : ∀ i j, h i j = -h j i := fun i j => congrFun (congrFun hh j) i
  have K : ∀ i j, ∑ k, g i k * star (h k j) = 0 := by
    intro i j
    rw [← neg_eq_zero, ← Finset.sum_neg_distrib]
    refine Eq.trans (Finset.sum_congr rfl fun k _ => ?_) (o i j)
    rw [H k j, star_neg]; ring
  -- the exchange terms vanish, each through one contraction of g with h
  have z1 : ∀ r q, ∑ c, ∑ d, g r c * h q d * star (h c d) = 0 := by
    intro r q
    rw [Finset.sum_comm]
    refine Finset.sum_eq_zero fun d _ => ?_
    calc ∑ c, g r c * h q d * star (h c d) = h q d * ∑ c, g r c * star (h c d) := by
          rw [Finset.mul_sum]
          exact Finset.sum_congr rfl fun _ _ => by ring
      _ = 0 := by rw [K, mul_zero]
  have z2 : ∀ r q, ∑ c, ∑ d, g r d * h q c * star (h c d) = 0 := by
    intro r q
    refine Finset.sum_eq_zero fun c _ => ?_
    calc ∑ d, g r d * h q c * star (h c d) = h q c * ∑ d, g r d * star (h c d) := by
          rw [Finset.mul_sum]
          exact Finset.sum_congr rfl fun _ _ => by ring
      _ = 0 := by rw [o, mul_zero]
  have z3 : ∑ c, ∑ d, g c d * star (h c d) = 0 := Finset.sum_eq_zero fun c _ => o c c
  have N : ((normSq h : ℝ) : 𝕜) = ∑ c, ∑ d, h c d * star (h c d) := by
    rw [← trace_geminal]
    simp only [Matrix.trace, Matrix.diag_apply, Matrix.mul_apply, Matrix.conjTranspose_apply]
  calc ∑ c, ∑ d, star (h c d) * geminalProduct g h a b c d
      = g a b * (∑ c, ∑ d, h c d * star (h c d))
        - (∑ c, ∑ d, g a c * h b d * star (h c d))
        + (∑ c, ∑ d, g a d * h b c * star (h c d))
        + (∑ c, ∑ d, g b c * h a d * star (h c d))
        - (∑ c, ∑ d, g b d * h a c * star (h c d))
        + h a b * (∑ c, ∑ d, g c d * star (h c d)) := by
        simp only [Finset.mul_sum, ← Finset.sum_add_distrib, ← Finset.sum_sub_distrib]
        refine Finset.sum_congr rfl fun c _ => Finset.sum_congr rfl fun d _ => ?_
        unfold geminalProduct
        ring
    _ = ((normSq h : ℝ) : 𝕜) * g a b := by
        rw [z1, z2, z1, z2, z3, ← N]; ring
```

## The density matrix

Group the six terms of ψ by the partner of the first electron:

ψ(x,b,c,d) = [g(x,b)h(c,d) + h(x,b)g(c,d)] + [g(x,c)h(d,b) + h(x,c)g(d,b)] + [g(x,d)h(b,c) + h(x,d)g(b,c)].

The brackets differ by cyclic relabelling of b, c, d. A cyclic permutation of three electrons is even, so ψ(y,c,d,b) = ψ(y,b,c,d). With

f(b,c,d) = [g(x,b)h(c,d) + h(x,b)g(c,d)] ψ(y,b,c,d)*

the summand of D(x,y) is therefore f(b,c,d) + f(c,d,b) + f(d,b,c), and the three sums are equal. Projection evaluates one of them:

∑_{c,d} f(b,c,d) = ‖h‖² g(x,b) g(y,b)* + ‖g‖² h(x,b) h(y,b)*.

The second part uses the projection with g and h interchanged. This is allowed because ψ is symmetric in g and h, and complex conjugation turns the orthogonality condition into the one with the roles reversed. Summing over b and multiplying by three gives

D = 3(‖h‖² g g† + ‖g‖² h h†).

In the proof, `split` is the cyclic decomposition, `inner_sum` the projection, and `total` the factor of three.

```lean
/-- For strongly orthogonal antisymmetric geminals the one-electron density matrix of the
four-electron function is `3 (‖h‖² g g† + ‖g‖² h h†)`. -/
theorem density_geminalProduct {g h : Matrix n n 𝕜} (hg : gᵀ = -g) (hh : hᵀ = -h)
    (o : StronglyOrthogonal g h) :
    density (geminalProduct g h) =
      (3 : 𝕜) • (((normSq h : ℝ) : 𝕜) • (g * gᴴ) + ((normSq g : ℝ) : 𝕜) • (h * hᴴ)) := by
  have G : ∀ i j, g i j = -g j i := fun i j => congrFun (congrFun hg j) i
  have H : ∀ i j, h i j = -h j i := fun i j => congrFun (congrFun hh j) i
  have o' : StronglyOrthogonal h g := by
    intro i j
    have e := congrArg star (o j i)
    rw [star_sum, star_zero] at e
    refine Eq.trans (Finset.sum_congr rfl fun k _ => ?_) e
    rw [star_mul', star_star]; ring
  have swap : ∀ a b c d, geminalProduct g h a b c d = geminalProduct h g a b c d := by
    intro a b c d
    unfold geminalProduct
    ring
  have cyc : ∀ a b c d, geminalProduct g h a c d b = geminalProduct g h a b c d := by
    intro a b c d
    rw [(geminalProduct_antisymm hg hh a c b d).2.2,
      (geminalProduct_antisymm hg hh a b c d).2.1, neg_neg]
  have relabel : ∀ f : n → n → n → 𝕜,
      ∑ b, ∑ c, ∑ d, f c d b = ∑ b, ∑ c, ∑ d, f b c d := fun f =>
    Finset.sum_comm.trans (Finset.sum_congr rfl fun c _ => Finset.sum_comm)
  ext x y
  -- f keeps the splittings in which electrons one and two share a geminal
  let f : n → n → n → 𝕜 := fun b c d =>
    (g x b * h c d + h x b * g c d) * star (geminalProduct g h y b c d)
  have split : ∀ b c d, geminalProduct g h x b c d * star (geminalProduct g h y b c d)
      = f b c d + f c d b + f d b c := by
    intro b c d
    simp only [f]
    rw [cyc y b c d, ← cyc y d b c]
    unfold geminalProduct
    rw [H d b, G d b]
    ring
  have inner_sum : ∀ b, ∑ c, ∑ d, f b c d =
      ((normSq h : ℝ) : 𝕜) * (g x b * star (g y b))
        + ((normSq g : ℝ) : 𝕜) * (h x b * star (h y b)) := by
    intro b
    have p1 := project_geminal hh o y b
    have p2 := project_geminal hg o' y b
    simp only [← swap] at p2
    calc ∑ c, ∑ d, f b c d
        = g x b * star (∑ c, ∑ d, star (h c d) * geminalProduct g h y b c d)
          + h x b * star (∑ c, ∑ d, star (g c d) * geminalProduct g h y b c d) := by
          simp only [f, star_sum, star_mul', star_star, Finset.mul_sum,
            ← Finset.sum_add_distrib]
          exact Finset.sum_congr rfl fun c _ => Finset.sum_congr rfl fun d _ => by ring
      _ = _ := by
          rw [p1, p2, star_mul', star_mul']
          simp only [RCLike.star_def, RCLike.conj_ofReal]
          ring
  -- the three cyclic contributions are equal
  have total : density (geminalProduct g h) x y = 3 * ∑ b, ∑ c, ∑ d, f b c d := by
    simp only [density, Matrix.of_apply, split, Finset.sum_add_distrib]
    rw [relabel f, (relabel fun b c d => f c d b).trans (relabel f)]
    ring
  rw [total]
  simp only [inner_sum, Finset.sum_add_distrib, ← Finset.mul_sum, Matrix.smul_apply,
    Matrix.add_apply, Matrix.mul_apply, Matrix.conjTranspose_apply, smul_eq_mul]
```

The equality of the three sums rests on `Finset.sum_comm`, which exchanges two adjacent finite sums. In `relabel` it acts twice on ∑_b ∑_c ∑_d f(c,d,b): first it moves the sum over c to the outside, then, for each fixed c, it moves the sum over d in front of the sum over b. The order of summation now agrees with the order of the arguments, c, d, b, and only the names of the summed indices differ from ∑_b ∑_c ∑_d f(b,c,d). Lean identifies expressions that differ only in bound names, so no explicit permutation of index triples is needed. Applying `relabel` twice handles f(d,b,c).

For real geminals the orthogonality condition becomes a plain matrix product: since h(k,j) = −h(j,k), g h = 0 says the same as g hᵀ = 0.

```lean
/-- For real antisymmetric geminals with matrix product `g h = 0`, summing out three electrons
gives `3 (‖h‖² g gᵀ + ‖g‖² h hᵀ)`. -/
theorem density_real {g h : Matrix n n ℝ} (hg : gᵀ = -g) (hh : hᵀ = -h) (o : g * h = 0)
    (x y : n) :
    ∑ b, ∑ c, ∑ d, geminalProduct g h x b c d * geminalProduct g h y b c d =
      3 * (normSq h * (g * gᵀ) x y + normSq g * (h * hᵀ) x y) := by
  have H : ∀ i j, h i j = -h j i := fun i j => congrFun (congrFun hh j) i
  have so : StronglyOrthogonal g h := by
    intro i j
    have e := congrFun (congrFun o i) j
    rw [Matrix.mul_apply] at e
    rw [← neg_eq_zero, ← Finset.sum_neg_distrib]
    refine Eq.trans (Finset.sum_congr rfl fun k _ => ?_) e
    rw [star_trivial, H j k]; ring
  have e := congrFun (congrFun (density_geminalProduct hg hh so) x) y
  simpa [density] using e
```

## Normalisation to electron numbers

Taking the trace of D gives the squared norm of ψ:

3(‖h‖²‖g‖² + ‖g‖²‖h‖²) = 6‖g‖²‖h‖².

For geminals of unit norm, the normalised wavefunction is thus ψ/√6.

```lean
/-- For strongly orthogonal antisymmetric geminals the squared norm of the four-electron
function, the trace of its density matrix, is `6 ‖g‖² ‖h‖²`. -/
theorem trace_density {g h : Matrix n n 𝕜} (hg : gᵀ = -g) (hh : hᵀ = -h)
    (o : StronglyOrthogonal g h) :
    (density (geminalProduct g h)).trace =
      6 * ((normSq g : ℝ) : 𝕜) * ((normSq h : ℝ) : 𝕜) := by
  rw [density_geminalProduct hg hh o, Matrix.trace_smul, Matrix.trace_add,
    Matrix.trace_smul, Matrix.trace_smul, trace_geminal, trace_geminal]
  simp only [smul_eq_mul]
  ring
```

If neither geminal is zero, D can be scaled to trace four. The coefficient of g g† becomes

4/(6‖g‖²‖h‖²) · 3‖h‖² = 2/‖g‖²,

and that of h h† becomes 2/‖h‖². Each geminal contributes its own density matrix, scaled to two electrons. The Lean proof first shows that a nonzero matrix has nonzero `normSq`, then simplifies the coefficients.

```lean
/-- Geminal densities add: for nonzero, strongly orthogonal antisymmetric geminals, the density
matrix scaled to four electrons is the sum of the geminal densities scaled to two each. -/
theorem densities_add {g h : Matrix n n 𝕜} (hg : gᵀ = -g) (hh : hᵀ = -h)
    (o : StronglyOrthogonal g h) (g0 : g ≠ 0) (h0 : h ≠ 0) :
    (4 / (density (geminalProduct g h)).trace) • density (geminalProduct g h) =
      (2 / (g * gᴴ).trace) • (g * gᴴ) + (2 / (h * hᴴ).trace) • (h * hᴴ) := by
  have pos : ∀ k : Matrix n n 𝕜, k ≠ 0 → ((normSq k : ℝ) : 𝕜) ≠ 0 := by
    intro k k0
    refine RCLike.ofReal_ne_zero.2 fun e => k0 ?_
    unfold normSq at e
    ext i j
    have e1 := (Finset.sum_eq_zero_iff_of_nonneg
      (fun i _ => Finset.sum_nonneg fun j _ => sq_nonneg ‖k i j‖)).1 e i (Finset.mem_univ i)
    have e2 := (Finset.sum_eq_zero_iff_of_nonneg
      (fun j _ => sq_nonneg ‖k i j‖)).1 e1 j (Finset.mem_univ j)
    simpa using e2
  have a0 := pos g g0
  have b0 := pos h h0
  rw [trace_density hg hh o, density_geminalProduct hg hh o, trace_geminal, trace_geminal,
    smul_smul, smul_add, smul_smul, smul_smul]
  congr 2 <;> field_simp <;> norm_num
```

## Disjoint orbital sets

Strong orthogonality holds whenever the geminals are expanded in disjoint sets of spin orbitals taken from one orthonormal basis: in g(i,k) h(j,k)* the index k would have to belong to both sets. The block matrices express this separation.

```lean
/-- Geminals expanded in two disjoint sets of orbitals are strongly orthogonal. -/
theorem disjoint_orbitals (A : Matrix m m 𝕜) (B : Matrix p p 𝕜) :
    StronglyOrthogonal (fromBlocks A 0 0 0) (fromBlocks 0 0 0 B) := by
  rintro (i | i) (j | j) <;> simp [Fintype.sum_sum_type]
```

The smallest nonzero geminal occupies two spin orbitals, 0 and 1, with amplitude 1 for (0,1) and −1 for (1,0).

```lean
/-- The antisymmetric pair function of two electrons in two spin orbitals. -/
def pair : Matrix (Fin 2) (Fin 2) ℝ := !![0, 1; -1, 0]
```

Two such pairs on separate orbital sets satisfy every hypothesis of the addition theorem.

```lean
/-- Two copies of `pair` on disjoint sets of two spin orbitals are antisymmetric, strongly
orthogonal and nonzero. -/
theorem stronglyOrthogonal_witness :
    (fromBlocks pair 0 0 (0 : Matrix (Fin 2) (Fin 2) ℝ))ᵀ = -fromBlocks pair 0 0 0 ∧
    (fromBlocks (0 : Matrix (Fin 2) (Fin 2) ℝ) 0 0 pair)ᵀ = -fromBlocks 0 0 0 pair ∧
    StronglyOrthogonal (fromBlocks pair 0 0 (0 : Matrix (Fin 2) (Fin 2) ℝ))
      (fromBlocks 0 0 0 pair) ∧
    fromBlocks pair 0 0 (0 : Matrix (Fin 2) (Fin 2) ℝ) ≠ 0 ∧
    fromBlocks (0 : Matrix (Fin 2) (Fin 2) ℝ) 0 0 pair ≠ 0 := by
  have hp : pairᵀ = -pair := by
    ext i j
    fin_cases i <;> fin_cases j <;> simp [pair]
  refine ⟨?_, ?_, disjoint_orbitals pair pair, fun e => ?_, fun e => ?_⟩
  · simp [fromBlocks_transpose, fromBlocks_neg, hp]
  · simp [fromBlocks_transpose, fromBlocks_neg, hp]
  · simpa [pair] using congrFun (congrFun e (Sum.inl 0)) (Sum.inl 1)
  · simpa [pair] using congrFun (congrFun e (Sum.inr 0)) (Sum.inr 1)
```

For a numerical instance with unequal norms, call the second set 0′, 1′ and take g(0,1) = 1 and h(0′,1′) = 2, with the antisymmetric partners and all other entries zero. Then ‖g‖² = 2 and ‖h‖² = 8. The function ψ equals ±2 when the four electrons occupy four different orbitals, and is zero otherwise. With the first electron in orbital 0, the other three can be arranged in six ways, so D(0,0) = 6 · 4 = 24. The formula gives 3 · 8 · 1 = 24. For orbital 0′ it gives 3 · 2 · 4 = 24. The trace is 96 = 6 · 2 · 8, and scaling by 4/96 puts one electron in each spin orbital.

## Two equal pairs

Antisymmetry without any orthogonality condition is not enough for the density formula. If both geminals are `pair` on the same two spin orbitals, the Pauli principle makes ψ vanish, so D(0,0) = 0, whereas the formula would give 3(2 + 2) = 12.

```lean
/-- The density formula fails when both geminals are the same `pair` on two spin orbitals. -/
theorem density_formula_fails :
    density (geminalProduct pair pair) ≠
      (3 : ℝ) • (normSq pair • (pair * pairᴴ) + normSq pair • (pair * pairᴴ)) := by
  intro e
  have q : (pair * pairᴴ) 0 0 = 1 := by
    simp only [Matrix.mul_apply, Matrix.conjTranspose_apply, Fin.sum_univ_two, star_trivial]
    norm_num [pair]
  -- the four-electron function vanishes, while the formula would give a positive entry
  have e0 := congrFun (congrFun e 0) 0
  simp only [Matrix.smul_apply, Matrix.add_apply, q, smul_eq_mul] at e0
  norm_num [density, geminalProduct, normSq, pair, Fin.sum_univ_two] at e0

end

end StronglyOrthogonalGeminals
```

```lean
#print axioms StronglyOrthogonalGeminals.density_real
#print axioms StronglyOrthogonalGeminals.densities_add
#print axioms StronglyOrthogonalGeminals.density_formula_fails
```

```
'StronglyOrthogonalGeminals.density_real' depends on axioms: [propext, Classical.choice, Quot.sound]
'StronglyOrthogonalGeminals.densities_add' depends on axioms: [propext, Classical.choice, Quot.sound]
'StronglyOrthogonalGeminals.density_formula_fails' depends on axioms: [propext, Classical.choice, Quot.sound]
```
